# Commutation relations of spin generators built from Clifford generators

Take the Pauli matrices σx and σy. Each squares to the identity, and they anticommute. Half their product,

S = σxσy/2,

has a simple commutator with either one:

Sσy − σyS = (σxσyσy − σyσxσy)/2 = (σx + σx)/2 = σx

Sσx − σxS = (σxσyσx − σxσxσy)/2 = (−σy − σy)/2 = −σy

Moving a matrix through the product costs one sign change, so the two terms of the commutator add up instead of cancelling, and one factor is removed because it squares to 1. The result is an infinitesimal rotation in the x, y plane. No matrix entry was used, only squares and anticommutators, so the same calculation works for any family of generators with such relations.

## The Clifford relation and two commutator laws

Let K be a field of characteristic zero, such as ℚ, ℝ or ℂ, and let A be an associative algebra over K with unit 1. Let g i be elements of A labelled by an index i, and let h(i,j) be scalars in K, called the metric. The Clifford relation is

g i g j + g j g i = 2 h(i,j) 1.

Write [x, y] = xy − yx for the commutator, and define the spin generators by

S(i,j) = [g i, g j]/4.

The first law says how a spin generator acts on a single generator:

[S(i,j), g k] = h(j,k) g i − h(i,k) g j.

The second says that commutators of spin generators are again combinations of spin generators:

[S(i,j), S(k,l)] = h(j,k) S(i,l) − h(i,k) S(j,l) − h(j,l) S(i,k) + h(i,l) S(j,k).

## Spinor rotations and quadratic fermion Hamiltonians

A code that stores explicit Dirac matrices and rotates or boosts spinors can use S(i,j) as the infinitesimal transformation. Both laws can be evaluated numerically for the stored matrices. The first checks the sign, the normalisation and the index order: with g 0 = σx and g 1 = σy, the commutator [S(0,1), g 1] must be g 0. The second is sensitive to normalisation as well. If every S is multiplied by a nonzero constant c, the left side scales as c² and the right side as c, so any case with a nonzero right side exposes c ≠ 1, including a wrong overall sign.

The first law also matters in simulations of non-interacting fermions with finitely many modes. For n modes there are 2n Majorana operators, which satisfy the Clifford relation with h(i,j) = 1 for i = j and 0 otherwise. A Hamiltonian quadratic in them is, up to an additive constant, a linear combination of the S(i,j). Its commutator with a Majorana operator is therefore linear in Majorana operators, and the Heisenberg equations close on 2n operators, although the state space has dimension 2ⁿ. Interaction terms of fourth order break this closure in general.

## Moving one generator through a product

The Clifford relation gives g j g i = 2 h(i,j) 1 − g i g j. Inserting this into the definition of S(i,j) yields

S(i,j) = (g i g j − g j g i)/4 = (g i g j − h(i,j) 1)/2.

The scalar part commutes with everything, so only the product matters for the first law. Add and subtract g i g k g j:

g i g j g k − g k g i g j
= g i (g j g k + g k g j) − (g i g k + g k g i) g j
= 2 h(j,k) g i − 2 h(i,k) g j.

Half of this is the first law. For a finite combination with coefficients v k, linearity gives

[S(i,j), ∑ v k g k] = (∑ h(j,k) v k) g i − (∑ h(i,k) v k) g j,

where all sums run over k.

For the second law, apply the Leibniz rule to a product of two generators:

[S(i,j), g k g l]
= [S(i,j), g k] g l + g k [S(i,j), g l]
= h(j,k) g i g l − h(i,k) g j g l + h(j,l) g k g i − h(i,l) g k g j.

Each product can be written in terms of a spin generator and a scalar. For the first two terms, use the formula for S found above:

g i g l = 2 S(i,l) + h(i,l) 1
g j g l = 2 S(j,l) + h(j,l) 1

In the last two terms the factors stand in the opposite order. Eliminating g i g j instead of g j g i from the definition gives S(i,j) = (h(i,j) 1 − g j g i)/2, and hence

g k g i = h(i,k) 1 − 2 S(i,k)
g k g j = h(j,k) 1 − 2 S(j,k).

The scalar terms add up to

h(j,k) h(i,l) − h(i,k) h(j,l) + h(j,l) h(i,k) − h(i,l) h(j,k) = 0.

Since S(k,l) is half of g k g l minus a scalar, [S(i,j), S(k,l)] is half of the remaining expression, which is the second law. Symmetry of h was not used.

The square of a spin generator is a scalar. Setting j = i in the Clifford relation gives (g i)² = h(i,i) 1. With P = g i g j,

P² = g i (g i g j + g j g i) g j − (g i)² (g j)² = 2 h(i,j) P − h(i,i) h(j,j) 1,

and therefore

S(i,j)² = (P² − 2 h(i,j) P + h(i,j)² 1)/4 = ((h(i,j)² − h(i,i) h(j,j))/4) 1.

For a real metric with h(i,j) = 0, this is negative when h(i,i) and h(j,j) have the same sign, as for a rotation, and positive when they have opposite signs, as for a boost.

## The relations in Lean 4

```lean
import Mathlib

namespace CliffordSpinGenerators

noncomputable section

variable {K A ι : Type*} [Field K] [Ring A] [Algebra K A]

/-- The commutator `[x, y] = x y - y x`. -/
def comm (x y : A) : A := x * y - y * x

/-- The Clifford relation `{g i, g j} = 2 h(i,j)` between generators `g` and a scalar
metric `h`. -/
def IsClifford (h : ι → ι → K) (g : ι → A) : Prop :=
  ∀ i j, g i * g j + g j * g i = (2 * h i j) • (1 : A)

variable (K) in
/-- The spin generator `S(i,j) = [g i, g j] / 4`, over a field in which `4` is not zero. -/
def spinGen (g : ι → A) (i j : ι) : A := (1 / 4 : K) • comm (g i) (g j)

variable [CharZero K] {h : ι → ι → K} {g : ι → A}

/-- In a nontrivial algebra over a field of characteristic zero, the metric of a Clifford
relation is symmetric. -/
theorem metric_symm [Nontrivial A] (hc : IsClifford h g) (i j : ι) : h i j = h j i := by
  have e : (2 * h i j) • (1 : A) = (2 * h j i) • (1 : A) := by
    rw [← hc i j, ← hc j i, add_comm]
  have e' : 2 * h i j = 2 * h j i := (algebraMap K A).injective (by
    rw [Algebra.algebraMap_eq_smul_one, Algebra.algebraMap_eq_smul_one]
    exact e)
  exact mul_left_cancel₀ two_ne_zero e'

/-- For Clifford generators over a field of characteristic zero, the spin generator is half
the product `g i g j` with its scalar part `h(i,j)` removed. -/
theorem spinGen_eq (hc : IsClifford h g) (i j : ι) :
    spinGen K g i j = (1 / 2 : K) • (g i * g j - h i j • (1 : A)) := by
  unfold spinGen comm
  linear_combination (norm := module) (-1 / 4 : K) • hc i j

/-- For Clifford generators over a field of characteristic zero,
`[S(i,j), g k] = h(j,k) g i - h(i,k) g j`. -/
theorem comm_spinGen_generator (hc : IsClifford h g) (i j k : ι) :
    comm (spinGen K g i j) (g k) = h j k • g i - h i k • g j := by
  -- move `g k` through the product using two anticommutators
  have p : g i * g j * g k - g k * (g i * g j)
      = (2 * h j k) • g i - (2 * h i k) • g j := by
    calc g i * g j * g k - g k * (g i * g j)
        = g i * (g j * g k + g k * g j) - (g i * g k + g k * g i) * g j := by
          noncomm_ring
      _ = _ := by
          rw [hc j k, hc i k, mul_smul_comm, smul_mul_assoc, mul_one, one_mul]
  rw [comm, spinGen_eq hc]
  simp only [smul_mul_assoc, mul_smul_comm, sub_mul, mul_sub, one_mul, mul_one]
  linear_combination (norm := module) (1 / 2 : K) • p

/-- For finitely many Clifford generators over a field of characteristic zero, `S(i,j)` acts on
`∑ v k g k` by the commutator, giving `(∑ h(j,k) v k) g i - (∑ h(i,k) v k) g j`. -/
theorem comm_spinGen_vector [Fintype ι] (hc : IsClifford h g) (v : ι → K) (i j : ι) :
    comm (spinGen K g i j) (∑ k, v k • g k)
      = (∑ k, h j k * v k) • g i - (∑ k, h i k * v k) • g j := by
  unfold comm
  rw [Finset.mul_sum, Finset.sum_mul, ← Finset.sum_sub_distrib,
    Finset.sum_smul, Finset.sum_smul, ← Finset.sum_sub_distrib]
  refine Finset.sum_congr rfl fun k _ => ?_
  have e := comm_spinGen_generator hc i j k
  unfold comm at e
  rw [mul_smul_comm, smul_mul_assoc]
  linear_combination (norm := module) v k • e

/-- For Clifford generators over a field of characteristic zero, the commutator of two spin
generators is a linear combination of spin generators, with coefficients given by the metric `h`. -/
theorem comm_spinGen_spinGen (hc : IsClifford h g) (i j k l : ι) :
    comm (spinGen K g i j) (spinGen K g k l)
      = h j k • spinGen K g i l - h i k • spinGen K g j l
        - h j l • spinGen K g i k + h i l • spinGen K g j k := by
  -- the Leibniz rule reduces the commutator to the action on single generators
  have leibniz : spinGen K g i j * (g k * g l) - g k * g l * spinGen K g i j
      = (h j k • g i - h i k • g j) * g l + g k * (h j l • g i - h i l • g j) := by
    rw [← comm_spinGen_generator hc i j k, ← comm_spinGen_generator hc i j l]
    unfold comm
    noncomm_ring
  -- the same generators written with the opposite order of factors
  have rev : ∀ a b, spinGen K g a b = (1 / 2 : K) • (h a b • (1 : A) - g b * g a) := by
    intro a b
    unfold spinGen comm
    linear_combination (norm := module) (1 / 4 : K) • hc a b
  rw [comm, spinGen_eq hc k l, spinGen_eq hc i l, spinGen_eq hc j l, rev i k, rev j k]
  simp only [smul_mul_assoc, mul_smul_comm, sub_mul, mul_sub, one_mul, mul_one]
    at leibniz ⊢
  linear_combination (norm := module) (1 / 2 : K) • leibniz

/-- For Clifford generators over a field of characteristic zero, the square of `S(i,j)` is
the scalar `(h(i,j)² - h(i,i) h(j,j)) / 4`. -/
theorem spinGen_sq (hc : IsClifford h g) (i j : ι) :
    spinGen K g i j * spinGen K g i j
      = ((h i j ^ 2 - h i i * h j j) / 4) • (1 : A) := by
  have sq : ∀ a, g a * g a = h a a • (1 : A) := by
    intro a
    linear_combination (norm := module) (1 / 2 : K) • hc a a
  -- reorder the two inner factors of `g i g j g i g j`
  have q : g i * g j * (g i * g j)
      = (2 * h i j) • (g i * g j) - (h i i * h j j) • (1 : A) := by
    calc g i * g j * (g i * g j)
        = g i * (g i * g j + g j * g i) * g j - (g i * g i) * (g j * g j) := by
          noncomm_ring
      _ = _ := by
          rw [hc i j, sq i, sq j]
          simp only [mul_smul_comm, smul_mul_assoc, mul_one]
          module
  rw [spinGen_eq hc]
  simp only [smul_mul_assoc, mul_smul_comm, sub_mul, mul_sub, one_mul, mul_one]
  linear_combination (norm := module) (1 / 4 : K) • q

/-- The three Pauli matrices, in the order x, y, z. -/
def pauli : Fin 3 → Matrix (Fin 2) (Fin 2) ℂ :=
  ![!![0, 1; 1, 0], !![0, -Complex.I; Complex.I, 0], !![1, 0; 0, -1]]

/-- The Pauli matrices satisfy the Clifford relation with the Euclidean metric. -/
theorem pauli_witness :
    IsClifford (fun i j : Fin 3 => if i = j then (1 : ℂ) else 0) pauli := by
  intro i j
  fin_cases i <;> fin_cases j <;> ext a b <;> fin_cases a <;> fin_cases b <;>
    simp [pauli] <;> norm_num

/-- For the Pauli matrices, the spin generator of the x, y plane is `(i/2) σz`. -/
theorem spinGen_pauli_xy :
    spinGen ℂ pauli 0 1 = (Complex.I / 2) • pauli 2 := by
  ext a b
  fin_cases a <;> fin_cases b <;>
    simp [spinGen, comm, pauli] <;> ring

end

end CliffordSpinGenerators
```

```lean
#print axioms CliffordSpinGenerators.comm_spinGen_vector
-- 'CliffordSpinGenerators.comm_spinGen_vector' depends on axioms: [propext, Classical.choice, Quot.sound]
#print axioms CliffordSpinGenerators.comm_spinGen_spinGen
-- 'CliffordSpinGenerators.comm_spinGen_spinGen' depends on axioms: [propext, Classical.choice, Quot.sound]
#print axioms CliffordSpinGenerators.spinGen_sq
-- 'CliffordSpinGenerators.spinGen_sq' depends on axioms: [propext, Classical.choice, Quot.sound]
#print axioms CliffordSpinGenerators.spinGen_pauli_xy
-- 'CliffordSpinGenerators.spinGen_pauli_xy' depends on axioms: [propext, Classical.choice, Quot.sound]
```

## From Lean names to physical quantities

The type `A` holds the operators or matrices, `K` the scalars, and `ι` the labels of the generators. The function `g : ι → A` is the family of generators, and `h : ι → ι → K` is the metric. The predicate `IsClifford h g` states the Clifford relation for every pair of labels, including equal ones, so it also fixes the squares. It is the one physical assumption: for Dirac matrices it encodes the spacetime metric, and for Majorana operators the canonical anticommutation relations.

The definition `comm` is the plain commutator, without a factor of ħ or of the imaginary unit, and `spinGen K g i j` is one quarter of it. For Hermitian generators this makes S(i,j) anti-Hermitian. The theorem `spinGen_pauli_xy` shows the convention in a concrete case: with labels 0, 1, 2 for x, y, z, it gives S(0,1) = (i/2)σz, where i is the imaginary unit and not a label. The Hermitian spin component σz/2, in units of ħ, is thus −i S(0,1). If a code defines its spin generators as Hermitian matrices, these factors must be converted before formulas are compared.

The two laws are `comm_spinGen_generator` and `comm_spinGen_spinGen`. The version for linear combinations, `comm_spinGen_vector`, requires a finite set of labels; the others do not. The scalar square is `spinGen_sq`. The theorem `metric_symm` derives h(i,j) = h(j,i) from the Clifford relation when `A` is nontrivial, meaning that 1 ≠ 0 in it. Every matrix algebra of positive size has this property. Finally, `pauli_witness` confirms that the three Pauli matrices satisfy the relation with the Euclidean metric.

## Algebraic steps in the Lean proofs

The proof of `metric_symm` compares the relation for (i,j) with that for (j,i). The left sides agree, so 2 h(i,j) and 2 h(j,i) give the same multiple of 1. Scalars embed injectively in a nontrivial algebra over a field, and division by 2 finishes the argument.

In `spinGen_eq`, the definitions are unfolded and the Clifford relation is added with weight −1/4. The tactic `linear_combination (norm := module)` checks that the two sides then agree as linear combinations of products. It plays the same part in the later proofs: the line names a known equation and its weight, and the tactic verifies the remaining linear algebra.

The local statement `p` in `comm_spinGen_generator` is the passage of g k through g i g j. Its first step, adding and subtracting the middle product, is checked by `noncomm_ring`, which respects the order of factors. Its second step replaces both anticommutators by scalars. Half of `p` gives the first law, and `comm_spinGen_vector` applies that law to each term of the sum.

The proof of `comm_spinGen_spinGen` has the two ingredients of the derivation above. The statement `leibniz` is the commutator with g k g l after the first law has been applied to each factor, and `rev` is the formula for S with its factors in the opposite order. Lean substitutes in the other direction from the derivation: it expands the spin generators on the right side into products, while S(i,j) on the left stays unexpanded. The last line uses half of `leibniz`, and the scalar terms cancel there.

In `spinGen_sq`, the statement `sq` gives the squares of the generators and `q` is the formula for P². The Pauli theorems are checked entry by entry.

## Any metric and representation, but only infinitesimal transformations

The laws hold for every metric that a Clifford relation allows, for example a Euclidean one, a Minkowski one in either sign convention, or a degenerate one. They hold in every representation, so a change of basis for the Dirac matrices does not affect them. Linear independence of the generators is not assumed. The second law therefore expresses each commutator through spin generators, but the coefficients in such an expression need not be unique.

For a real Euclidean or Minkowski metric, these are the commutation relations of the rotation or Lorentz Lie algebra, respectively, in a particular sign convention. The file establishes the relations themselves; it constructs neither an isomorphism with that Lie algebra nor the spin group. Finite rotations and boosts of spinors can be obtained by exponentiating real linear combinations of the S(i,j), but the exponential does not appear in the file.

The theorems concern equalities in an algebra over a field. Floating-point matrices whose entries or products are rounded may satisfy them only approximately, and a numerical comparison then needs a tolerance suited to the size of the matrices and their entries. Nor do the theorems show that a particular program has built its generators correctly. To apply the laws to stored matrices, one first has to establish the Clifford relation for every pair, with the metric that the program uses.
